# Low- and high-temperature slopes of the phase boundary between two Einstein crystals of fixed volume

Two phases of one substance, modelled as Einstein crystals with fixed volumes $v_1\neq v_2$ per atom and fixed frequencies $w_1,w_2>0$, have equal Gibbs energies per atom at exactly one pressure $P(T)$ for each temperature $T>0$, and the slope $P'(T)$ tends to $0$ as $T\to0^+$ and to $3\ln(w_2/w_1)/(v_1-v_2)$ as $T\to\infty$. This is the case of three equal modes of a theorem for phases with finitely many modes, in units where $\hbar=k_B=1$.

```lean
import Mathlib

open Filter Topology

namespace QuasiHarmonicBoundary

noncomputable section

/-- A crystal phase: static energy `E`, volume `v` and vibrational frequencies `w k`. -/
structure Phase (ι : Type*) where
  E : ℝ
  v : ℝ
  w : ι → ℝ

/-- Free energy of one quantum oscillator of frequency `w > 0` at temperature `T > 0`,
in units where `ħ` and the Boltzmann constant are one. -/
def modeFreeEnergy (w T : ℝ) : ℝ := T * Real.log (2 * Real.sinh (w / (2 * T)))

/-- Entropy of one oscillator as a function of `x = w / (2 T)`, for `x > 0`. -/
def modeEntropy (x : ℝ) : ℝ := x * Real.cosh x / Real.sinh x - Real.log (2 * Real.sinh x)

variable {ι : Type*} [Fintype ι]

/-- Gibbs energy of a phase at pressure `p` and temperature `T > 0`. -/
def Phase.gibbs (A : Phase ι) (p T : ℝ) : ℝ :=
  A.E + p * A.v + ∑ k, modeFreeEnergy (A.w k) T

/-- Vibrational entropy of a phase at temperature `T > 0`, summed over its modes. -/
def Phase.entropy (A : Phase ι) (T : ℝ) : ℝ := ∑ k, modeEntropy (A.w k / (2 * T))

/-- The curve `P` is a phase boundary: the Gibbs energies agree along it at all `T > 0`. -/
def Coexist (A B : Phase ι) (P : ℝ → ℝ) : Prop :=
  ∀ T > 0, A.gibbs (P T) T = B.gibbs (P T) T

/-- Two phases of different volume have equal Gibbs energies at exactly one pressure: the
zero-pressure Gibbs energy of `B` minus that of `A`, divided by `A.v - B.v`. -/
theorem gibbs_eq_iff {A B : Phase ι} (hv : A.v ≠ B.v) (p T : ℝ) :
    A.gibbs p T = B.gibbs p T ↔ p = (B.gibbs 0 T - A.gibbs 0 T) / (A.v - B.v) := by
  rw [eq_div_iff (sub_ne_zero.mpr hv)]
  unfold Phase.gibbs
  constructor <;> intro h <;> linear_combination h

/-- At fixed pressure and `T > 0`, the temperature derivative of the Gibbs energy of a phase
with positive frequencies is minus its entropy. -/
theorem hasDerivAt_gibbs {A : Phase ι} (hA : ∀ k, 0 < A.w k) (p : ℝ) {T : ℝ} (hT : 0 < T) :
    HasDerivAt (fun t => A.gibbs p t) (-A.entropy T) T := by
  have mode : ∀ w : ℝ, 0 < w →
      HasDerivAt (fun t => modeFreeEnergy w t) (-modeEntropy (w / (2 * T))) T := by
    intro w hw
    have h1 : HasDerivAt (fun t : ℝ => w / (2 * t)) (-(w / (2 * T ^ 2))) T := by
      have h := (hasDerivAt_inv hT.ne').const_mul (w / 2)
      have e : (fun t : ℝ => w / (2 * t)) = fun t => w / 2 * t⁻¹ := by
        funext t
        ring
      rw [e]
      exact h.congr_deriv (by ring)
    have hs : Real.sinh (w / (2 * T)) ≠ 0 := (Real.sinh_pos_iff.mpr (by positivity)).ne'
    have h2 := (h1.sinh.const_mul 2).log (mul_ne_zero two_ne_zero hs)
    have h3 : HasDerivAt (fun t => modeFreeEnergy w t)
        (1 * Real.log (2 * Real.sinh (w / (2 * T))) +
          T * (2 * (Real.cosh (w / (2 * T)) * -(w / (2 * T ^ 2))) /
            (2 * Real.sinh (w / (2 * T))))) T := (hasDerivAt_id T).fun_mul h2
    refine h3.congr_deriv ?_
    unfold modeEntropy
    generalize Real.log (2 * Real.sinh (w / (2 * T))) = l
    generalize Real.cosh (w / (2 * T)) = c
    revert hs
    generalize Real.sinh (w / (2 * T)) = s
    intro hs
    field_simp
    ring
  have h := (HasDerivAt.fun_sum (u := Finset.univ)
    fun k _ => mode (A.w k) (hA k)).const_add (A.E + p * A.v)
  exact h.congr_deriv (by simp only [Phase.entropy, Finset.sum_neg_distrib])

/-- Clausius–Clapeyron equation: for phases with positive frequencies and different volumes,
the slope of the boundary at `T > 0` is the entropy difference over the volume difference. -/
theorem clausius_clapeyron {A B : Phase ι} (hA : ∀ k, 0 < A.w k) (hB : ∀ k, 0 < B.w k)
    (hv : A.v ≠ B.v) {P : ℝ → ℝ} (hP : Coexist A B P) {T : ℝ} (hT : 0 < T) :
    HasDerivAt P ((A.entropy T - B.entropy T) / (A.v - B.v)) T := by
  have h := ((hasDerivAt_gibbs hB 0 hT).fun_sub (hasDerivAt_gibbs hA 0 hT)).div_const
    (A.v - B.v)
  refine (h.congr_deriv (by ring)).congr_of_eventuallyEq ?_
  filter_upwards [eventually_gt_nhds hT] with t ht
  exact (gibbs_eq_iff hv _ _).mp (hP t ht)

/-- The entropy of an oscillator vanishes as `x = w / (2 T)` tends to infinity. -/
theorem modeEntropy_tendsto_atTop : Tendsto modeEntropy atTop (𝓝 0) := by
  have h2 : Tendsto (fun x : ℝ => 2 * x) atTop atTop :=
    tendsto_id.const_mul_atTop (by norm_num)
  have hu : Tendsto (fun x : ℝ => Real.exp (-(2 * x))) atTop (𝓝 0) :=
    Real.tendsto_exp_neg_atTop_nhds_zero.comp h2
  have hx : Tendsto (fun x : ℝ => (2 * x) ^ 1 * Real.exp (-(2 * x))) atTop (𝓝 0) :=
    (Real.tendsto_pow_mul_exp_neg_atTop_nhds_zero 1).comp h2
  have h1 := hu.const_sub 1
  rw [sub_zero] at h1
  have h3 := (hx.div h1 one_ne_zero).sub (h1.log one_ne_zero)
  rw [zero_div, Real.log_one, sub_zero] at h3
  refine h3.congr' ?_
  filter_upwards [eventually_gt_atTop 0] with x hx0
  -- factor the growing exponential out of both hyperbolic functions
  have hm : Real.exp (-x) = Real.exp x * Real.exp (-(2 * x)) := by
    rw [← Real.exp_add]
    congr 1
    ring
  have hlt : Real.exp (-(2 * x)) < 1 := Real.exp_lt_one_iff.mpr (by linarith)
  have hs : Real.sinh x = Real.exp x * (1 - Real.exp (-(2 * x))) / 2 := by
    rw [Real.sinh_eq, hm]
    ring
  have hc : Real.cosh x = Real.exp x * (1 + Real.exp (-(2 * x))) / 2 := by
    rw [Real.cosh_eq, hm]
    ring
  have hd : 1 - Real.exp (-(2 * x)) ≠ 0 := (sub_pos.mpr hlt).ne'
  have hl : Real.log (2 * Real.sinh x) = x + Real.log (1 - Real.exp (-(2 * x))) := by
    have h2s : 2 * Real.sinh x = Real.exp x * (1 - Real.exp (-(2 * x))) := by
      rw [hs]
      ring
    rw [h2s, Real.log_mul (Real.exp_ne_zero x) hd, Real.log_exp]
  have hq : x * Real.cosh x / Real.sinh x =
      x + (2 * x) ^ 1 * Real.exp (-(2 * x)) / (1 - Real.exp (-(2 * x))) := by
    have he := Real.exp_ne_zero x
    rw [hs, hc]
    revert hd he
    generalize Real.exp (-(2 * x)) = u
    generalize Real.exp x = e
    intro hd he
    field_simp
    ring
  simp only [modeEntropy, hl, hq, Pi.div_apply]
  ring

/-- As `x = w / (2 T)` tends to zero from above, the entropy of an oscillator plus `ln (2 x)`
tends to one. -/
theorem modeEntropy_add_log_tendsto :
    Tendsto (fun x => modeEntropy x + Real.log (2 * x)) (𝓝[>] 0) (𝓝 1) := by
  have hq : Tendsto (fun x : ℝ => x⁻¹ * Real.sinh x) (𝓝[>] 0) (𝓝 1) := by
    have h := hasDerivAt_iff_tendsto_slope_zero.mp (Real.hasDerivAt_sinh 0)
    simp only [zero_add, Real.sinh_zero, sub_zero, smul_eq_mul, Real.cosh_zero] at h
    exact h.mono_left (nhdsWithin_mono _ fun x hx => (Set.mem_Ioi.mp hx).ne')
  have hc : Tendsto Real.cosh (𝓝[>] 0) (𝓝 1) := by
    have h := Real.continuous_cosh.tendsto 0
    rw [Real.cosh_zero] at h
    exact h.mono_left nhdsWithin_le_nhds
  have h := (hc.div hq one_ne_zero).sub (hq.log one_ne_zero)
  rw [div_one, Real.log_one, sub_zero] at h
  refine h.congr' ?_
  filter_upwards [self_mem_nhdsWithin] with x hx
  have hx0 : x ≠ 0 := (Set.mem_Ioi.mp hx).ne'
  have hs : Real.sinh x ≠ 0 := (Real.sinh_pos_iff.mpr hx).ne'
  have e : Real.cosh x / (x⁻¹ * Real.sinh x) = x * Real.cosh x / Real.sinh x := by
    field_simp
  simp only [modeEntropy, Pi.div_apply]
  rw [e, Real.log_mul (inv_ne_zero hx0) hs, Real.log_inv, Real.log_mul two_ne_zero hs,
    Real.log_mul two_ne_zero hx0]
  ring

/-- Two phases with positive frequencies and different volumes coexist at one pressure for each
`T > 0`. The slope of the boundary tends to zero as `T → 0+`, and as `T → ∞` to the sum over modes
of `ln (B.w k / A.w k)`, divided by `A.v - B.v`. -/
theorem phase_boundary_slope {A B : Phase ι} (hA : ∀ k, 0 < A.w k) (hB : ∀ k, 0 < B.w k)
    (hv : A.v ≠ B.v) :
    (∀ T > 0, ∃! p, A.gibbs p T = B.gibbs p T) ∧
    ∀ P : ℝ → ℝ, Coexist A B P →
      (∀ T > 0, DifferentiableAt ℝ P T) ∧
      Tendsto (deriv P) (𝓝[>] 0) (𝓝 0) ∧
      Tendsto (deriv P) atTop (𝓝 ((∑ k, Real.log (B.w k / A.w k)) / (A.v - B.v))) := by
  refine ⟨fun T _ => ⟨_, (gibbs_eq_iff hv _ T).mpr rfl, fun p hp =>
    (gibbs_eq_iff hv p T).mp hp⟩, fun P hP => ?_⟩
  have hd := fun T (hT : 0 < T) => clausius_clapeyron hA hB hv hP hT
  refine ⟨fun T hT => (hd T hT).differentiableAt, ?_, ?_⟩
  · -- low temperature: both entropies vanish
    have third : ∀ C : Phase ι, (∀ k, 0 < C.w k) → Tendsto C.entropy (𝓝[>] 0) (𝓝 0) := by
      intro C hC
      have h : Tendsto (fun T => ∑ k, modeEntropy (C.w k / (2 * T))) (𝓝[>] 0)
          (𝓝 (∑ _k : ι, (0 : ℝ))) := by
        refine tendsto_finsetSum _ fun k _ => modeEntropy_tendsto_atTop.comp ?_
        refine (tendsto_inv_nhdsGT_zero.const_mul_atTop (half_pos (hC k))).congr fun T => ?_
        ring
      rw [Finset.sum_const_zero] at h
      exact h
    have h := ((third A hA).sub (third B hB)).div_const (A.v - B.v)
    rw [sub_zero, zero_div] at h
    refine h.congr' ?_
    filter_upwards [self_mem_nhdsWithin] with T hT
    exact (hd T hT).deriv.symm
  · -- high temperature: the constants cancel mode by mode
    have small : ∀ w : ℝ, 0 < w → Tendsto (fun T : ℝ => w / (2 * T)) atTop (𝓝[>] 0) := by
      intro w hw
      refine tendsto_nhdsWithin_iff.mpr ⟨Tendsto.const_div_atTop
        (tendsto_id.const_mul_atTop (by norm_num)) w, ?_⟩
      filter_upwards [eventually_gt_atTop 0] with T hT
      exact Set.mem_Ioi.mpr (by positivity)
    have mode : ∀ k, Tendsto (fun T => modeEntropy (A.w k / (2 * T)) -
        modeEntropy (B.w k / (2 * T))) atTop (𝓝 (Real.log (B.w k / A.w k))) := by
      intro k
      have h := ((modeEntropy_add_log_tendsto.comp (small _ (hA k))).sub
        (modeEntropy_add_log_tendsto.comp (small _ (hB k)))).add_const
          (Real.log (B.w k / A.w k))
      rw [sub_self, zero_add] at h
      refine h.congr' ?_
      filter_upwards [eventually_gt_atTop 0] with T hT
      have h2T : 2 * T ≠ 0 := by positivity
      have ha := (hA k).ne'
      have hb := (hB k).ne'
      simp only [Function.comp_apply]
      rw [Real.log_mul two_ne_zero (div_ne_zero ha h2T),
        Real.log_mul two_ne_zero (div_ne_zero hb h2T), Real.log_div ha h2T,
        Real.log_div hb h2T, Real.log_div hb ha]
      ring
    have h := (tendsto_finsetSum Finset.univ fun k _ => mode k).div_const (A.v - B.v)
    refine h.congr' ?_
    filter_upwards [eventually_gt_atTop 0] with T hT
    rw [(hd T hT).deriv]
    simp only [Phase.entropy, Finset.sum_sub_distrib]

/-- Gibbs energy of an Einstein crystal, per atom, with one frequency `w > 0` for its three
vibrations, at pressure `p` and temperature `T > 0`. -/
def einsteinGibbs (E v w p T : ℝ) : ℝ :=
  E + p * v + 3 * T * Real.log (2 * Real.sinh (w / (2 * T)))

/-- Two Einstein crystals with positive frequencies and different volumes coexist at one pressure
for each `T > 0`. The boundary slope tends to zero as `T → 0+` and to
`3 ln (w₂ / w₁) / (v₁ - v₂)` as `T → ∞`. -/
theorem einstein_boundary_slope {E₁ E₂ v₁ v₂ w₁ w₂ : ℝ} (h₁ : 0 < w₁) (h₂ : 0 < w₂)
    (hv : v₁ ≠ v₂) :
    (∀ T > 0, ∃! p, einsteinGibbs E₁ v₁ w₁ p T = einsteinGibbs E₂ v₂ w₂ p T) ∧
    ∀ P : ℝ → ℝ,
      (∀ T > 0, einsteinGibbs E₁ v₁ w₁ (P T) T = einsteinGibbs E₂ v₂ w₂ (P T) T) →
      Tendsto (deriv P) (𝓝[>] 0) (𝓝 0) ∧
      Tendsto (deriv P) atTop (𝓝 (3 * Real.log (w₂ / w₁) / (v₁ - v₂))) := by
  have hG : ∀ E v w p T : ℝ,
      (⟨E, v, fun _ => w⟩ : Phase (Fin 3)).gibbs p T = einsteinGibbs E v w p T := by
    intro E v w p T
    simp only [Phase.gibbs, modeFreeEnergy, Fin.sum_univ_three, einsteinGibbs]
    ring
  have h := phase_boundary_slope (A := (⟨E₁, v₁, fun _ => w₁⟩ : Phase (Fin 3)))
    (B := ⟨E₂, v₂, fun _ => w₂⟩) (fun _ => h₁) (fun _ => h₂) hv
  refine ⟨fun T hT => by simpa only [hG] using h.1 T hT, fun P hP => ?_⟩
  obtain ⟨-, l0, l1⟩ := h.2 P (fun T hT => by rw [hG, hG]; exact hP T hT)
  have e : 3 * Real.log (w₂ / w₁) / (v₁ - v₂) =
      (∑ _k : Fin 3, Real.log (w₂ / w₁)) / (v₁ - v₂) := by
    rw [Fin.sum_univ_three]
    ring
  rw [e]
  exact ⟨l0, l1⟩

/-- The entropy of an oscillator is strictly decreasing in `x = w / (2 T)` for `x > 0`. -/
theorem modeEntropy_strictAntiOn : StrictAntiOn modeEntropy (Set.Ioi 0) := by
  have hd : ∀ x : ℝ, 0 < x → HasDerivAt modeEntropy (-(x / Real.sinh x ^ 2)) x := by
    intro x hx
    have hs : Real.sinh x ≠ 0 := (Real.sinh_pos_iff.mpr hx).ne'
    have h := (((hasDerivAt_id x).fun_mul (Real.hasDerivAt_cosh x)).fun_div
      (Real.hasDerivAt_sinh x) hs).fun_sub
        (((Real.hasDerivAt_sinh x).const_mul 2).log (mul_ne_zero two_ne_zero hs))
    refine h.congr_deriv ?_
    simp only [id]
    field_simp
    linear_combination (-x) * Real.cosh_sq x
  refine strictAntiOn_of_deriv_neg (convex_Ioi 0)
    (fun x hx => (hd x hx).continuousAt.continuousWithinAt) fun x hx => ?_
  rw [interior_Ioi] at hx
  have hs : 0 < Real.sinh x := Real.sinh_pos_iff.mpr hx
  rw [(hd x hx).deriv]
  exact neg_neg_of_pos (div_pos hx (pow_pos hs 2))

/-- If the phase of larger volume has the lower frequency in every mode, all frequencies being
positive and at least one mode present, the boundary rises with temperature at every `T > 0`. -/
theorem slope_pos_of_softer [Nonempty ι] {A B : Phase ι} (hA : ∀ k, 0 < A.w k)
    (hAB : ∀ k, A.w k < B.w k) (hv : B.v < A.v) {P : ℝ → ℝ} (hP : Coexist A B P)
    {T : ℝ} (hT : 0 < T) : 0 < deriv P T := by
  have hB := fun k => (hA k).trans (hAB k)
  rw [(clausius_clapeyron hA hB hv.ne' hP hT).deriv]
  refine div_pos (sub_pos.mpr ?_) (sub_pos.mpr hv)
  refine Finset.sum_lt_sum_of_nonempty Finset.univ_nonempty fun k _ => ?_
  have h2T : 0 < 2 * T := by positivity
  exact modeEntropy_strictAntiOn (Set.mem_Ioi.mpr (div_pos (hA k) h2T))
    (Set.mem_Ioi.mpr (div_pos (hB k) h2T)) (div_lt_div_of_pos_right (hAB k) h2T)

end

end QuasiHarmonicBoundary
```

```lean
#print axioms QuasiHarmonicBoundary.einstein_boundary_slope
-- 'QuasiHarmonicBoundary.einstein_boundary_slope' depends on axioms: [propext, Classical.choice, Quot.sound]
#print axioms QuasiHarmonicBoundary.slope_pos_of_softer
-- 'QuasiHarmonicBoundary.slope_pos_of_softer' depends on axioms: [propext, Classical.choice, Quot.sound]
```

## Phases, coexistence and the two limits

A `Phase ι` has a static energy $E$, a volume $v$ and a frequency $w_k$ for each $k$ in the finite set `ι`. Its Gibbs energy `Phase.gibbs` at pressure $p$ is

$$G(p,T)=E+pv+\sum_k T\ln\!\big(2\sinh(w_k/2T)\big),$$

which includes the zero-point energy. `Coexist A B P` says that $G_A=G_B$ along the curve $P$ at every $T>0$.

`phase_boundary_slope` assumes positive frequencies and $v_A\neq v_B$. It states that one pressure gives coexistence at each $T>0$ (`∃!`), and that every coexistence curve is differentiable there, with

$$P'(T)\to0\quad(T\to0^+),\qquad P'(T)\to\frac{\sum_k\ln(w_{Bk}/w_{Ak})}{v_A-v_B}\quad(T\to\infty).$$

In Lean, `𝓝[>] 0` is the approach to zero from above. Differentiability matters because `deriv` returns $0$ where no derivative exists. `einstein_boundary_slope` takes `Fin 3` as the mode set.

## A harmonic model with fixed volumes

Both phases must describe the same amount of the same substance, and sharing `ι` gives them equally many modes. Volumes and frequencies depend on neither pressure nor temperature, so compression, thermal expansion and anharmonicity are absent. Despite the name of the Lean namespace, this is simpler than the quasi-harmonic approximation, in which the frequencies depend on volume. Positive frequencies exclude soft instabilities and free translations. The coexistence pressure may be negative, and no third phase is considered.

Within this finite, fixed-volume harmonic model, the limits give two checks on a computed phase diagram: the boundary starts flat, and its high-temperature slope needs only frequency ratios and the volume difference.

## From the Gibbs energies to the slope

Since $G$ is affine in $p$, equating the two Gibbs energies gives

$$P(T)=\frac{G_B(0,T)-G_A(0,T)}{v_A-v_B}.$$

This is `gibbs_eq_iff`, where `linear_combination` does the rearrangement. With equal volumes the pressure would drop out of the condition.

For one mode put $x=w/(2T)$, so $dx/dT=-x/T$. Then

$$\frac{d}{dT}\,T\ln(2\sinh x)=\ln(2\sinh x)-x\coth x=-s(x),$$

where $s$ is the mode entropy `modeEntropy`. Summing over modes gives $\partial G/\partial T=-S$ (`hasDerivAt_gibbs`). Differentiating $P$ yields the Clausius–Clapeyron equation, `clausius_clapeyron`:

$$P'(T)=\frac{S_A(T)-S_B(T)}{v_A-v_B}.$$

**Low temperature.** Here $x\to\infty$. With $u=e^{-2x}$, we have $2\sinh x=e^x(1-u)$ and $\coth x=(1+u)/(1-u)$, so

$$s(x)=\frac{2xu}{1-u}-\ln(1-u)\to0.$$

`modeEntropy_tendsto_atTop` makes the same factorisation. Both entropies vanish, and so does the slope.

**High temperature.** Here $x\to0^+$, and

$$s(x)+\ln(2x)=x\coth x-\ln\frac{\sinh x}{x}\to1.$$

`modeEntropy_add_log_tendsto` obtains $\sinh x/x\to1$ from the derivative of $\sinh$ at zero. In the difference between phases the ones cancel. Since $x_{Ak}/x_{Bk}=w_{Ak}/w_{Bk}$ at every $T$, each mode leaves $\ln(w_{Bk}/w_{Ak})$.

**Sign at every temperature.** Differentiation gives

$$s'(x)=\coth x-\frac{x}{\sinh^2x}-\coth x=-\frac{x}{\sinh^2x}<0,$$

which is the content of `modeEntropy_strictAntiOn`. If the phase of larger volume is softer in every mode, and there is at least one mode, its entropy is larger and $P'(T)>0$ at all $T>0$ (`slope_pos_of_softer`).

## Differentiating a curve known only by its equation

`Coexist` does not assume that $P$ is differentiable and says nothing about $T\le0$. The lemma `congr_of_eventuallyEq` handles both points: a function that agrees with a differentiable one near $T$ has the same derivative at $T$. The explicit quotient for $P$ is differentiated first. `eventually_gt_nhds hT` then supplies a neighbourhood of positive temperatures, on which `gibbs_eq_iff` identifies $P$ with that quotient.

## The classical boundary is straight

For classical oscillators the mode free energy is $T\ln(w/T)$ and the entropy is $1-\ln(w/T)$. The same argument gives an entropy difference of $\ln(w_{Bk}/w_{Ak})$ per mode at every $T>0$, so the classical boundary is a straight line with the high-temperature slope found above. The flattening at low temperature is therefore a quantum effect in this model.
